# Ladder-CCD amplitudes factorise the pp-RPA characteristic polynomial

Let A, C and B be finite real matrices: A acts on particle pairs, C acts on hole pairs, and B has particle-pair rows and hole-pair columns. Write the matrix of the particle-particle random-phase approximation (pp-RPA) as

M = (A, B; −Bᵀ, −C),

with a semicolon between block rows. If a real matrix T, with hole-pair rows and particle-pair columns, solves the ladder coupled-cluster doubles (ladder-CCD) equation

R(T) = Bᵀ + CT + TA + TBT = 0,

then

det(z − M) = det(z − (A + BT)) · det(z + (C + TB)).

Suppose further that the eigenvalues of A + BT have positive real part and those of −(C + TB) negative real part. Then the pp-RPA correlation energy computed from two-electron addition modes and the one computed from removal modes both equal tr(BT). Here the modes are the eigenvalues of M; those with positive real part are counted as addition modes and those with negative real part as removal modes. The usual labelling goes by the sign of xᵀx − yᵀy for a real eigenvector with particle-pair part x and hole-pair part y, positive for addition. The two agree when the matrix (A, B; Bᵀ, C) is symmetric and positive definite, which the theorems do not assume. In that case a mode approximates an energy difference measured from twice the chemical potential: E(N+2) − E(N) for addition and E(N) − E(N−2) for removal, where E(N) is the ground-state energy of the N-electron system and E(N±2) is the energy of a state with two electrons more or fewer. The sign condition places twice the chemical potential below the addition differences and above the removal ones.

## Derivation by a triangular change of basis

Let S = (1, 0; T, 1), whose inverse is (1, 0; −T, 1). Multiplying from the right first,

MS = (A + BT, B; −Bᵀ − CT, −C).

Multiplication by S⁻¹ from the left subtracts T times the upper row from the lower one. The lower-left block becomes

−Bᵀ − CT − T(A + BT) = −R(T),

and the lower-right block becomes −C − TB. Hence

S⁻¹MS = (A + BT, B; −R(T), −(C + TB)).

When R(T) = 0 this matrix is block upper triangular, so its characteristic polynomial is the product of those of the diagonal blocks. Similar matrices share their characteristic polynomial, which proves the factorisation.

The modes of M, counted with multiplicity, are therefore those of A + BT together with those of −(C + TB). Under the sign condition, the modes with positive real part are exactly the first family. Write Σ₊ ω and Σ₋ ω for the sums of the modes of M with positive and with negative real part. Since eigenvalues sum to the trace, the addition formula gives

Σ₊ ω − tr A = tr(A + BT) − tr A = tr(BT),

and the removal formula gives

−Σ₋ ω − tr C = tr(C + TB) − tr C = tr(TB) = tr(BT).

Amplitudes can also be built from modes. Let X and Ω be real square matrices on the particle pairs, and let Y be a real matrix of the same shape as T. Suppose X is invertible and

AX + BY = XΩ,  −BᵀX − CY = YΩ.

Put T = YX⁻¹, so that TX = Y. Then

R(T)X = BᵀX + CY + T(AX + BY) = BᵀX + CY + YΩ = 0,

and multiplying by X⁻¹ gives R(T) = 0. The first equation, multiplied by X⁻¹, gives A + BT = XΩX⁻¹.

## One particle pair and one hole pair

Take A = C = 5 and B = 4. The eigenvalues of M are ±√(25 − 16) = ±3. The amplitude equation is

4 + 10T + 4T² = 0,

with roots T = −1/2 and T = −2. The first gives A + BT = 3 and −(C + TB) = −3, so the energy is BT = −2. The mode formulas agree: 3 − 5 = −2 and −(−3) − 5 = −2.

The second root shows what goes wrong if every solution of the amplitude equation is trusted. It factorises the characteristic polynomial equally well, but A + BT is now −3, and BT = −8 is not the pp-RPA energy. The equation alone does not select the amplitudes; the sign condition does.

## Matrices, modes and energies in Lean

The index types `p` and `h` label particle pairs and hole pairs. They are finite and may differ in size.

```lean
import Mathlib

open Matrix Polynomial

namespace LadderCCD

noncomputable section

variable {p h : Type*} [Fintype p] [Fintype h] [DecidableEq p] [DecidableEq h]
```

The pp-RPA problem can be written (A, B; Bᵀ, C)v = ω(1, 0; 0, −1)v. Multiplying both sides by the metric (1, 0; 0, −1) produces the minus signs in the lower row. Neither `A` nor `C` is required to be symmetric.

```lean
/-- The particle-particle RPA matrix, with particle-pair block `A`, hole-pair block `C`
and coupling `B`. -/
def ppRPA (A : Matrix p p ℝ) (B : Matrix p h ℝ) (C : Matrix h h ℝ) :
    Matrix (p ⊕ h) (p ⊕ h) ℝ :=
  fromBlocks A B (-Bᵀ) (-C)
```

The residual is R(T). It is taken as the definition of the ladder-CCD equation, without a derivation from a Hamiltonian or a cluster expansion.

```lean
/-- The residual of the ladder-CCD amplitude equation at the amplitudes `T`. -/
def residual (A : Matrix p p ℝ) (B : Matrix p h ℝ) (C : Matrix h h ℝ)
    (T : Matrix h p ℝ) : Matrix h p ℝ :=
  Bᵀ + C * T + T * A + T * B * T
```

Modes are complex roots with multiplicity, so complex pairs and non-diagonalisable matrices are covered.

```lean
/-- The mode energies of a real matrix: the complex roots of its characteristic polynomial,
counted with multiplicity. -/
def modes {n : Type*} [Fintype n] [DecidableEq n] (M : Matrix n n ℝ) : Multiset ℂ :=
  (M.map (algebraMap ℝ ℂ)).charpoly.roots
```

Both energies select modes of the full pp-RPA matrix by the sign of the real part. `T` does not occur in either definition, so their agreement with tr(BT) is not built in.

```lean
/-- The addition formula: the sum of the pp-RPA modes with positive real part, minus the
trace of the particle-pair block. -/
def additionEnergy (A : Matrix p p ℝ) (B : Matrix p h ℝ) (C : Matrix h h ℝ) : ℂ :=
  ((modes (ppRPA A B C)).filter (fun z => 0 < z.re)).sum - (A.trace : ℂ)

/-- The removal formula: minus the sum of the pp-RPA modes with negative real part, minus the
trace of the hole-pair block. -/
def removalEnergy (A : Matrix p p ℝ) (B : Matrix p h ℝ) (C : Matrix h h ℝ) : ℂ :=
  -((modes (ppRPA A B C)).filter (fun z => z.re < 0)).sum - (C.trace : ℂ)
```

## From the dressed matrix to the energies

The first theorem is the formula for S⁻¹MS, valid for every `T`. Block multiplication leaves four identities, one per block. Simplification closes the two upper ones and expands the two lower ones, which `abel` then closes.

```lean
/-- Transforming the pp-RPA matrix with the amplitudes `T` dresses both diagonal blocks and
leaves minus the ladder-CCD residual as the coupling from particle pairs to hole pairs. -/
theorem dressed_ppRPA (A : Matrix p p ℝ) (B : Matrix p h ℝ) (C : Matrix h h ℝ)
    (T : Matrix h p ℝ) :
    fromBlocks 1 0 (-T) 1 * ppRPA A B C * fromBlocks 1 0 T 1 =
      fromBlocks (A + B * T) B (-residual A B C T) (-(C + T * B)) := by
  unfold ppRPA residual
  rw [fromBlocks_multiply, fromBlocks_multiply, fromBlocks_inj]
  refine ⟨?_, ?_, ?_, ?_⟩ <;>
    simp only [Matrix.zero_mul, Matrix.mul_zero, Matrix.one_mul, Matrix.mul_one,
      Matrix.add_mul, Matrix.neg_mul, Matrix.mul_assoc, add_zero, zero_add] <;>
    abel
```

For the factorisation, `hS` records that S times its inverse is 1. The calculation inserts this product after M and moves S⁻¹ to the front by cyclic invariance of the characteristic polynomial. The zero residual then makes the lower-left block vanish.

```lean
/-- For amplitudes solving the ladder-CCD equation, the characteristic polynomial of the
pp-RPA matrix is the product of those of `A + BT` and `-(C + TB)`. -/
theorem charpoly_ppRPA (A : Matrix p p ℝ) (B : Matrix p h ℝ) (C : Matrix h h ℝ)
    (T : Matrix h p ℝ) (hT : residual A B C T = 0) :
    (ppRPA A B C).charpoly = (A + B * T).charpoly * (-(C + T * B)).charpoly := by
  -- the two triangular transformations are inverse to each other
  have hS : (fromBlocks 1 0 T 1 : Matrix (p ⊕ h) (p ⊕ h) ℝ) * fromBlocks 1 0 (-T) 1 = 1 := by
    rw [fromBlocks_multiply, ← fromBlocks_one]
    simp
  have hD := dressed_ppRPA A B C T
  rw [hT, neg_zero] at hD
  -- cyclic invariance of the characteristic polynomial
  calc (ppRPA A B C).charpoly
      = (ppRPA A B C * fromBlocks 1 0 T 1 * fromBlocks 1 0 (-T) 1).charpoly := by
        rw [Matrix.mul_assoc, hS, Matrix.mul_one]
    _ = (fromBlocks 1 0 (-T) 1 * (ppRPA A B C * fromBlocks 1 0 T 1)).charpoly :=
        Matrix.charpoly_mul_comm _ _
    _ = (A + B * T).charpoly * (-(C + T * B)).charpoly := by
        rw [← Matrix.mul_assoc, hD, Matrix.charpoly_fromBlocks_zero₂₁]
```

Over the complex numbers, the roots of a nonzero product are the roots of its factors taken together. The factors are nonzero because characteristic polynomials are monic.

```lean
/-- For amplitudes solving the ladder-CCD equation, the pp-RPA modes are those of `A + BT`
together with those of `-(C + TB)`, with multiplicity. -/
theorem modes_ppRPA (A : Matrix p p ℝ) (B : Matrix p h ℝ) (C : Matrix h h ℝ)
    (T : Matrix h p ℝ) (hT : residual A B C T = 0) :
    modes (ppRPA A B C) = modes (A + B * T) + modes (-(C + T * B)) := by
  unfold modes
  rw [Matrix.charpoly_map, Matrix.charpoly_map, Matrix.charpoly_map,
    charpoly_ppRPA A B C T hT, Polynomial.map_mul]
  exact Polynomial.roots_mul (mul_ne_zero
    ((Matrix.charpoly_monic _).map _).ne_zero ((Matrix.charpoly_monic _).map _).ne_zero)
```

The trace identity supplies the sums.

```lean
/-- The mode energies of a real matrix add up to its trace. -/
theorem sum_modes {n : Type*} [Fintype n] [DecidableEq n] (M : Matrix n n ℝ) :
    (modes M).sum = (M.trace : ℂ) := by
  unfold modes
  rw [← Matrix.trace_eq_sum_roots_charpoly]
  simp [Matrix.trace]
```

In the energy theorem, `hpos` and `hneg` are the sign condition. They let each filter keep one family whole and discard the other; trace algebra finishes both formulas. For finite real matrices meeting these assumptions, a pp-RPA correlation energy can thus be checked against a ladder-CCD calculation.

```lean
/-- If ladder-CCD amplitudes put the modes of `A + BT` in the right half-plane and those of
`-(C + TB)` in the left one, the addition and the removal formula both give the ladder-CCD
energy `tr (BT)`. -/
theorem addition_and_removal_energy (A : Matrix p p ℝ) (B : Matrix p h ℝ)
    (C : Matrix h h ℝ) (T : Matrix h p ℝ) (hT : residual A B C T = 0)
    (hpos : ∀ z ∈ modes (A + B * T), 0 < z.re)
    (hneg : ∀ z ∈ modes (-(C + T * B)), z.re < 0) :
    additionEnergy A B C = ((B * T).trace : ℂ) ∧
      removalEnergy A B C = ((B * T).trace : ℂ) := by
  unfold additionEnergy removalEnergy
  rw [modes_ppRPA A B C T hT, Multiset.filter_add, Multiset.filter_add]
  -- the sign of the real part separates the two families of modes
  rw [Multiset.filter_eq_self.2 hpos, Multiset.filter_eq_self.2 hneg,
    Multiset.filter_eq_nil.2 (fun z hz => not_lt_of_ge (hneg z hz).le),
    Multiset.filter_eq_nil.2 (fun z hz => not_lt_of_ge (hpos z hz).le),
    add_zero, zero_add, sum_modes, sum_modes]
  constructor
  · rw [Matrix.trace_add]
    push_cast
    ring
  · rw [Matrix.trace_neg, Matrix.trace_add, Matrix.trace_mul_comm T B]
    push_cast
    ring
```

## Amplitudes from an invariant subspace

Here `Ω` is any real square matrix on the particle-pair space, not necessarily diagonal, and `h1` and `h2` are the two block rows of the eigenvalue problem. The auxiliary statement `key` is the calculation of R(T)X above. Invertibility of `X` is assumed, and the theorem makes no claim about the signs of the modes.

```lean
omit [DecidableEq h] in
/-- If the pp-RPA matrix times the block column `X` over `Y` equals that block column times `Ω`, and
`X` is invertible, then `T = Y X⁻¹` solves the ladder-CCD equation and `A + BT = X Ω X⁻¹`. -/
theorem amplitudes_of_ppRPA (A : Matrix p p ℝ) (B : Matrix p h ℝ) (C : Matrix h h ℝ)
    (X Ω : Matrix p p ℝ) (Y : Matrix h p ℝ) (hX : IsUnit X.det)
    (h1 : A * X + B * Y = X * Ω) (h2 : -(Bᵀ * X) - C * Y = Y * Ω) :
    residual A B C (Y * X⁻¹) = 0 ∧ A + B * (Y * X⁻¹) = X * Ω * X⁻¹ := by
  -- the residual vanishes after multiplication by `X`
  have key : ∀ T : Matrix h p ℝ, T * X = Y → residual A B C T * X = 0 := by
    intro T hT
    calc residual A B C T * X
        = Bᵀ * X + C * (T * X) + T * (A * X + B * (T * X)) := by
          simp only [residual, Matrix.add_mul, Matrix.mul_add, Matrix.mul_assoc]
          abel
      _ = Bᵀ * X + C * Y + Y * Ω := by
          rw [hT, h1, ← Matrix.mul_assoc, hT]
      _ = 0 := by
          rw [← h2]
          abel
  constructor
  · have h0 := key (Y * X⁻¹) (by
      rw [Matrix.mul_assoc, Matrix.nonsing_inv_mul X hX, Matrix.mul_one])
    calc residual A B C (Y * X⁻¹)
        = residual A B C (Y * X⁻¹) * X * X⁻¹ := by
          rw [Matrix.mul_assoc, Matrix.mul_nonsing_inv X hX, Matrix.mul_one]
      _ = 0 := by rw [h0, Matrix.zero_mul]
  · rw [← h1, Matrix.add_mul, Matrix.mul_assoc A, Matrix.mul_nonsing_inv X hX,
      Matrix.mul_one, Matrix.mul_assoc B]
```

## The numerical instance in Lean

A one-by-one matrix has its entry as its only mode.

```lean
/-- A one-by-one matrix has its entry as its only mode energy. -/
theorem modes_one (a : ℝ) : modes !![a] = {(a : ℂ)} := by
  have hc : ((!![a] : Matrix (Fin 1) (Fin 1) ℝ).map (algebraMap ℝ ℂ)).charpoly
      = X - Polynomial.C (a : ℂ) := by
    simp [Matrix.charpoly]
  unfold modes
  rw [hc, Polynomial.roots_X_sub_C]
```

With this, the values 3 and −3 found by hand settle the sign conditions for T = −1/2, and direct arithmetic settles the amplitude equation. The coupling is nonzero, so the energy theorem applies to an interacting case.

```lean
/-- One particle pair and one hole pair with `A = C = 5`, `B = 4` and amplitude `T = -1/2`
meet the amplitude equation and both sign conditions. -/
theorem addition_and_removal_energy_witness :
    residual !![(5 : ℝ)] !![(4 : ℝ)] !![(5 : ℝ)] !![(-1 / 2 : ℝ)] = 0 ∧
      (∀ z ∈ modes (!![(5 : ℝ)] + !![(4 : ℝ)] * !![(-1 / 2 : ℝ)]), 0 < z.re) ∧
      (∀ z ∈ modes (-(!![(5 : ℝ)] + !![(-1 / 2 : ℝ)] * !![(4 : ℝ)])), z.re < 0) := by
  have e1 : !![(5 : ℝ)] + !![(4 : ℝ)] * !![(-1 / 2 : ℝ)] = !![(3 : ℝ)] := by
    ext i j
    fin_cases i; fin_cases j
    norm_num [Matrix.mul_apply]
  have e2 : -(!![(5 : ℝ)] + !![(-1 / 2 : ℝ)] * !![(4 : ℝ)]) = !![(-3 : ℝ)] := by
    ext i j
    fin_cases i; fin_cases j
    norm_num [Matrix.mul_apply]
  refine ⟨?_, ?_, ?_⟩
  · ext i j
    fin_cases i; fin_cases j
    norm_num [residual, Matrix.mul_apply]
  · rw [e1, modes_one]
    intro z hz
    rw [Multiset.mem_singleton.1 hz, Complex.ofReal_re]
    norm_num
  · rw [e2, modes_one]
    intro z hz
    rw [Multiset.mem_singleton.1 hz, Complex.ofReal_re]
    norm_num

end

end LadderCCD
```

```lean
#print axioms LadderCCD.charpoly_ppRPA
#print axioms LadderCCD.addition_and_removal_energy
#print axioms LadderCCD.amplitudes_of_ppRPA
```

```
'LadderCCD.charpoly_ppRPA' depends on axioms: [propext, Classical.choice, Quot.sound]
'LadderCCD.addition_and_removal_energy' depends on axioms: [propext, Classical.choice, Quot.sound]
'LadderCCD.amplitudes_of_ppRPA' depends on axioms: [propext, Classical.choice, Quot.sound]
```
